# Parity rule for the terminal HOMO–LUMO overlap of two Hückel polyenes

A polyene is an open chain of n identical atoms, each carrying one p orbital, with Coulomb integral α and the same resonance integral β for every bond. Bond alternation and electron repulsion are left out.

```lean
import Mathlib

open Real

namespace FrontierCycloaddition

noncomputable section
```

Orbital k advances by a fixed phase from atom to atom:

θ = πk/(n+1)

```lean
/-- The phase advance per atom, `π k / (n + 1)`, of the `k`-th orbital of an `n`-atom chain. -/
def phase (n k : ℕ) : ℝ := π * k / (n + 1)
```

Its coefficient on atom j is u_j = sin(θj). Atoms are numbered 1 to n, and so are the physical orbitals, although Lean lets both indices be any natural number. The coefficients are unnormalised; the normalised ones carry a factor √(2/(n+1)).

```lean
/-- The coefficient on atom `j` of the `k`-th (unnormalised) orbital of an `n`-atom polyene. -/
def orbital (n k j : ℕ) : ℝ := sin (phase n k * j)
```

The energy assigned to orbital k is E_k = α + 2β cos θ.

```lean
/-- The `k`-th Hückel level of an `n`-atom polyene with Coulomb integral `α` and
resonance integral `β`. -/
def level (α β : ℝ) (n k : ℕ) : ℝ := α + 2 * β * cos (phase n k)
```

A neutral chain of 2m atoms has 2m π electrons. With two per level they fill orbitals 1 to m, so the HOMO, with coefficients c_j, is orbital m.

```lean
/-- The HOMO of a neutral polyene on `2m` atoms: orbital number `m`. -/
def homo (m j : ℕ) : ℝ := orbital (2 * m) m j
```

On a second chain of 2p atoms the LUMO, with coefficients d_j, is orbital p+1. These two orbital numbers are definitions in Lean; parts (b), (c) and (e) justify them.

```lean
/-- The LUMO of a neutral polyene on `2p` atoms: orbital number `p + 1`. -/
def lumo (p j : ℕ) : ℝ := orbital (2 * p) (p + 1) j
```

The reactants meet at their ends, atom 1 with atom 1 and atom 2m with atom 2p. Both contacts are taken to be equally strong, and their common strength is set to one. If each polyene reacts on a single face, the terminal overlap is S = c_1 d_1 + c_(2m) d_(2p).

```lean
/-- HOMO-LUMO overlap at the two pairs of chain ends when both polyenes react on one face. -/
def suprafacialOverlap (m p : ℕ) : ℝ :=
  homo m 1 * lumo p 1 + homo m (2 * m) * lumo p (2 * p)
```

If one polyene reacts on opposite faces, the second contact meets the other lobe of a p orbital, which has the opposite sign. The overlap is then A = c_1 d_1 − c_(2m) d_(2p).

```lean
/-- HOMO-LUMO overlap at the two pairs of chain ends when one of the polyenes reacts on
opposite faces, which reverses the sign of the second contribution. -/
def antarafacialOverlap (m p : ℕ) : ℝ :=
  homo m 1 * lumo p 1 - homo m (2 * m) * lumo p (2 * p)
```

## (a) Phase accumulated over n+1 steps

Show that n+1 steps advance the phase by a whole number of half turns:

θ(n+1) = kπ

Multiply the definition of θ by n+1, which is never zero.

```lean
/-- Over `n + 1` steps from atom to atom the phase of the `k`-th orbital advances by `k π`. -/
theorem phase_mul_length (n k : ℕ) : phase n k * (n + 1) = k * π := by
  have h : (n : ℝ) + 1 ≠ 0 := by positivity
  unfold phase
  rw [div_mul_cancel₀ _ h]
  ring
```

## (b) The sine orbitals solve the Hückel equations

Show that for every j

α u_(j+1) + β(u_j + u_(j+2)) = E_k u_(j+1), with u_0 = u_(n+1) = 0.

Put x = θ(j+1). The neighbours have phases x − θ and x + θ, and the addition theorem gives

sin(x − θ) + sin(x + θ) = 2 cos θ sin x.

Multiplying by β and adding α sin x gives the equation. At the ends, sin 0 = 0, and sin(θ(n+1)) = sin(kπ) = 0 by (a). The vanishing amplitudes at the fictitious atoms 0 and n+1 stand in for the missing neighbours, so that the end atoms obey the same equation as the others.

In Lean, `h1` and `h2` rewrite the neighbours' phases, and `sin_sub` and `sin_add` expand them.

```lean
/-- The orbitals solve the Hückel equations of the chain, and their amplitude vanishes at the
fictitious atoms `0` and `n + 1` just beyond its ends. -/
theorem huckel_equations (α β : ℝ) (n k : ℕ) :
    (∀ j : ℕ, α * orbital n k (j + 1) + β * (orbital n k j + orbital n k (j + 2))
      = level α β n k * orbital n k (j + 1)) ∧
    orbital n k 0 = 0 ∧ orbital n k (n + 1) = 0 := by
  refine ⟨fun j => ?_, ?_, ?_⟩
  · -- the two neighbours are one phase step behind and ahead of the central atom
    have h1 : phase n k * (j : ℝ) = phase n k * ((j + 1 : ℕ) : ℝ) - phase n k := by
      push_cast
      ring
    have h2 : phase n k * ((j + 2 : ℕ) : ℝ)
        = phase n k * ((j + 1 : ℕ) : ℝ) + phase n k := by
      push_cast
      ring
    unfold orbital level
    rw [h1, h2, sin_sub, sin_add]
    ring
  · simp [orbital]
  · unfold orbital
    rw [Nat.cast_add, Nat.cast_one, phase_mul_length]
    exact sin_nat_mul_pi k
```

## (c) The levels rise with the orbital number

Let β < 0, which means that in-phase neighbours lower the energy. Show that for k < l ≤ n

E_k < E_l.

The phases satisfy 0 ≤ πk/(n+1) < πl/(n+1) ≤ π. The cosine decreases strictly on [0, π], and multiplication by 2β < 0 reverses the inequality. The facts `h0`, `hlt` and `hpi` are these three bounds.

```lean
/-- For a negative resonance integral the levels `1, ..., n` of the chain rise strictly with
the orbital number. -/
theorem level_lt_level (α : ℝ) {β : ℝ} (hβ : β < 0) {n k l : ℕ} (hkl : k < l) (hl : l ≤ n) :
    level α β n k < level α β n l := by
  have hn : (0 : ℝ) < (n : ℝ) + 1 := by positivity
  have h0 : 0 ≤ phase n k := by
    unfold phase
    positivity
  have hlt : phase n k < phase n l := by
    unfold phase
    gcongr
  have hpi : phase n l ≤ π := by
    have hl' : (l : ℝ) ≤ n := by exact_mod_cast hl
    unfold phase
    rw [div_le_iff₀ hn]
    nlinarith [pi_pos]
  have hcos := cos_lt_cos_of_nonneg_of_le_pi h0 hpi hlt
  unfold level
  nlinarith [mul_pos_of_neg_of_neg hβ (sub_neg.2 hcos)]
```

## (d) Reflection of the chain end to end

Show that if i + j = n+1, then

u_i = (−1)^(k+1) u_j.

By (a), θi = θ(n+1) − θj = kπ − θj. Therefore

sin(θi) = sin(kπ) cos(θj) − cos(kπ) sin(θj) = −(−1)^k sin(θj).

The proof turns on the tactic `linear_combination`, which establishes the phase relation `e`. It is given a combination of known equations and checks, by ring algebra, that left side minus right side is the same for the goal and for the combination. Here the combination is (a) plus θ times the equation i + j = n+1:

[θ(n+1) − kπ] + θ[i + j − (n+1)] = θi + θj − kπ.

The right-hand side is exactly the difference for the goal. Since θ enters as a single symbol, its denominator never appears.

```lean
/-- Reflecting the chain end to end multiplies the `k`-th orbital by `(-1)^(k+1)`. -/
theorem orbital_reflect (n k : ℕ) {i j : ℕ} (hij : i + j = n + 1) :
    orbital n k i = (-1) ^ (k + 1) * orbital n k j := by
  have h : (i : ℝ) + j = n + 1 := by exact_mod_cast hij
  have e : phase n k * i = k * π - phase n k * j := by
    linear_combination phase_mul_length n k + phase n k * h
  unfold orbital
  rw [e, sin_sub, sin_nat_mul_pi, cos_nat_mul_pi]
  ring
```

## (e) Sign on the first atom

Show that for 1 ≤ k ≤ n

u_1 > 0.

Here u_1 = sin θ with 0 < θ < π, and the sine is positive there. In particular none of these orbitals vanishes identically. With (b) and (c) they are n eigenvectors with n distinct energies, hence the whole spectrum of the chain, and the filling used to define HOMO and LUMO is the right one.

```lean
/-- Each of the orbitals `1, ..., n` has a positive coefficient on the first atom. -/
theorem orbital_first_pos {n k : ℕ} (hk : 1 ≤ k) (hkn : k ≤ n) : 0 < orbital n k 1 := by
  have hn : (0 : ℝ) < (n : ℝ) + 1 := by positivity
  have hk' : (0 : ℝ) < k := by exact_mod_cast hk
  have hkn' : (k : ℝ) ≤ n := by exact_mod_cast hkn
  unfold orbital phase
  rw [Nat.cast_one, mul_one]
  apply sin_pos_of_pos_of_lt_pi
  · positivity
  · rw [div_lt_iff₀ hn]
    nlinarith [pi_pos]
```

## (f) Interference between the two contacts

Show that

S = (1 − (−1)^(m+p)) c_1 d_1,
A = (1 + (−1)^(m+p)) c_1 d_1.

Part (d), applied to the last and first atoms, gives c_(2m) = (−1)^(m+1) c_1 and d_(2p) = (−1)^(p+2) d_1. Their product is −(−1)^(m+p) c_1 d_1, which is added in S and subtracted in A. Lean's `hc` and `hd` are the two reflections.

```lean
/-- Both terminal overlaps are the overlap at one pair of ends times an interference factor
fixed by the parity of `m + p`. -/
theorem overlap_interference (m p : ℕ) :
    suprafacialOverlap m p = (1 - (-1) ^ (m + p)) * (homo m 1 * lumo p 1) ∧
    antarafacialOverlap m p = (1 + (-1) ^ (m + p)) * (homo m 1 * lumo p 1) := by
  have hc : homo m (2 * m) = (-1) ^ (m + 1) * homo m 1 := orbital_reflect _ _ rfl
  have hd : lumo p (2 * p) = (-1) ^ (p + 1 + 1) * lumo p 1 := orbital_reflect _ _ rfl
  unfold suprafacialOverlap antarafacialOverlap
  rw [hc, hd]
  constructor <;> ring
```

## (g) The selection rule

Show that for m, p ≥ 1

S ≠ 0 if and only if m+p is odd,
A ≠ 0 if and only if m+p is even.

By (e), c_1 d_1 > 0, so only the factors in (f) matter. For odd m+p they are 2 and 0; for even m+p they are 0 and 2. Lean splits into the same two cases.

Within this Hückel model with equally strong contacts, the parity of m+p thus decides which of the two arrangements lets this frontier pair couple through the chain ends. "Allowed" here means only that this coupling is nonzero; barrier heights and the course of the reaction are different questions.

```lean
/-- Frontier-orbital selection rule for polyenes on `2m` and `2p` atoms, `m, p ≥ 1`: the
suprafacial terminal overlap is nonzero exactly when `m + p` is odd, and the overlap with one
antarafacial component exactly when `m + p` is even. -/
theorem cycloaddition_selection_rule {m p : ℕ} (hm : 1 ≤ m) (hp : 1 ≤ p) :
    (suprafacialOverlap m p ≠ 0 ↔ Odd (m + p)) ∧
    (antarafacialOverlap m p ≠ 0 ↔ Even (m + p)) := by
  have hc : 0 < homo m 1 := orbital_first_pos hm (by omega)
  have hd : 0 < lumo p 1 := orbital_first_pos (by omega) (by omega)
  have hcd := mul_pos hc hd
  rw [(overlap_interference m p).1, (overlap_interference m p).2]
  rcases Nat.even_or_odd (m + p) with h | h
  · -- even: the suprafacial contributions cancel, the antarafacial ones add
    rw [h.neg_one_pow]
    exact ⟨⟨fun hne => absurd (by ring) hne, fun ho => absurd h (Nat.not_even_iff_odd.2 ho)⟩,
      ⟨fun _ => h, fun _ h0 => by linarith⟩⟩
  · -- odd: the roles are exchanged
    rw [h.neg_one_pow]
    exact ⟨⟨fun _ => h, fun _ h0 => by linarith⟩,
      ⟨fun hne => absurd (by ring) hne, fun he => absurd he (Nat.not_even_iff_odd.2 h)⟩⟩
```

## (h) Size of the allowed overlap

Show that for odd m+p

S = 2 cos(π/(2(2m+1))) cos(π/(2(2p+1))).

The two frontier phases lie on either side of a quarter turn:

πm/(2m+1) = π/2 − π/(2(2m+1)),
π(p+1)/(2p+1) = π/2 + π/(2(2p+1)).

Their sines, c_1 and d_1, are therefore the two cosines, and the factor in (f) is 2. For normalised orbitals, multiply S by 2/√((2m+1)(2p+1)).

```lean
/-- When `m + p` is odd, the suprafacial overlap of the unnormalised frontier orbitals is
`2 cos(π/(2(2m+1))) cos(π/(2(2p+1)))`. -/
theorem allowed_overlap_value {m p : ℕ} (h : Odd (m + p)) :
    suprafacialOverlap m p
      = 2 * cos (π / (2 * m + 1) / 2) * cos (π / (2 * p + 1) / 2) := by
  have hm : (2 * (m : ℝ) + 1) * (2 * (m : ℝ) + 1)⁻¹ = 1 := mul_inv_cancel₀ (by positivity)
  have hp : (2 * (p : ℝ) + 1) * (2 * (p : ℝ) + 1)⁻¹ = 1 := mul_inv_cancel₀ (by positivity)
  -- the HOMO phase lies below a quarter turn, the LUMO phase above it
  have hc : homo m 1 = cos (π / (2 * m + 1) / 2) := by
    rw [← sin_pi_div_two_sub]
    unfold homo orbital phase
    congr 1
    push_cast
    linear_combination (π / 2) * hm
  have hd : lumo p 1 = cos (π / (2 * p + 1) / 2) := by
    rw [← sin_add_pi_div_two]
    unfold lumo orbital phase
    congr 1
    push_cast
    linear_combination (π / 2) * hp
  rw [(overlap_interference m p).1, h.neg_one_pow, hc, hd]
  ring
```

## (i) Butadiene with ethylene, and two ethylenes

Write S(m,p) for the overlap S. Show that

S(2,1) ≠ 0, S(1,2) ≠ 0, S(1,1) = 0.

The sums m+p are 3, 3 and 2, so (g) settles all three. The first two are the frontier pairs of the Diels–Alder reaction, with the HOMO on butadiene and on ethylene respectively; by (h) the overlap S for normalised orbitals is about 0.85 for both, in units of the strength of a single contact. The third is the face-to-face 2+2 cycloaddition. Lean settles the parities with `decide`.

```lean
/-- The suprafacial overlap is nonzero for butadiene with ethylene, whichever of the two
supplies the HOMO, and it vanishes for two ethylenes. -/
theorem diels_alder_and_two_plus_two :
    suprafacialOverlap 2 1 ≠ 0 ∧ suprafacialOverlap 1 2 ≠ 0 ∧ suprafacialOverlap 1 1 = 0 := by
  refine ⟨(cycloaddition_selection_rule (by norm_num) (by norm_num)).1.2 (by decide),
    (cycloaddition_selection_rule (by norm_num) (by norm_num)).1.2 (by decide), ?_⟩
  by_contra h
  exact absurd ((cycloaddition_selection_rule le_rfl le_rfl).1.1 h) (by decide)

end

end FrontierCycloaddition
```

```lean
#print axioms FrontierCycloaddition.level_lt_level
-- 'FrontierCycloaddition.level_lt_level' depends on axioms: [propext, Classical.choice, Quot.sound]
#print axioms FrontierCycloaddition.cycloaddition_selection_rule
-- 'FrontierCycloaddition.cycloaddition_selection_rule' depends on axioms: [propext, Classical.choice, Quot.sound]
#print axioms FrontierCycloaddition.allowed_overlap_value
-- 'FrontierCycloaddition.allowed_overlap_value' depends on axioms: [propext, Classical.choice, Quot.sound]
#print axioms FrontierCycloaddition.diels_alder_and_two_plus_two
-- 'FrontierCycloaddition.diels_alder_and_two_plus_two' depends on axioms: [propext, Classical.choice, Quot.sound]
```
